# Force-constant bounds from truncated screening with a positive semidefinite interaction

If the electronic screening of an atomic displacement is cut off after a few steps, the resulting phonon stiffness is wrong by an amount whose sign is not obvious. Two successive truncations may give different stiffnesses without showing whether the fully screened value lies between them, and the expansion may not even converge. For finite matrices with a positive definite bare response and a positive semidefinite interaction, the sign of the error can be determined at every order.

## Bare response, interaction and force constants

Let X be the static density response of the non-interacting electrons with its sign reversed, so that a potential v induces the density −Xv. Let K be the interaction, which turns an induced density δn into an induced potential Kδn. Self-consistency requires

δn = −X(v + Kδn).

Both matrices are complex, of size n × n. Positive definiteness of X means that every nonzero potential in the chosen basis lowers the energy at second order; at fixed electron number, a constant potential must therefore be left out. Positive semidefiniteness of K means that no induced density has negative interaction energy. The Hartree kernel has this property, but adding an exchange-correlation kernel can destroy it.

```lean
import Mathlib

open Matrix
open scoped ComplexOrder

namespace PhononScreeningBounds

noncomputable section

variable {n m : Type*} [Fintype n] [DecidableEq n] [Fintype m]
```

Solving the self-consistency condition gives δn = −Rv with R = (X⁻¹ + K)⁻¹, called `screenedResponse X K` in Lean.

```lean
/-- The screened response `(X⁻¹ + K)⁻¹` built from the bare response `X` and the interaction `K`,
for invertible `X` and `X⁻¹ + K`. -/
def screenedResponse (X K : Matrix n n ℂ) : Matrix n n ℂ := (X⁻¹ + K)⁻¹
```

Expanding in powers of K gives partial sums S_N with N terms, starting from S_0 = 0:

S_N = ∑ (−XK)ᵏX, with k running from 0 to N − 1.

```lean
/-- The first `N` terms `X - XKX + XKXKX - ...` of the expansion of the response in powers of
the interaction. -/
def screeningSeries (X K : Matrix n n ℂ) (N : ℕ) : Matrix n n ℂ :=
  ∑ k ∈ Finset.range N, (-(X * K)) ^ k * X
```

A displacement u produces the potential gu, where g is a rectangular coupling matrix. For a response A, the force constants are

Φ(A) = C − gᴴAg,

where ᴴ denotes the conjugate transpose and C collects all remaining contributions. This form assumes that the displacement acts on the electrons through a local potential. A nonlocal pseudopotential couples to the density matrix, and the density response alone is then not sufficient. Here g and C are given matrices.

```lean
/-- The force constants `C - gᴴ R g`: `R` is the electronic response, `g` couples the electrons to
the displacements, and `C` collects the remaining contributions. -/
def forceConstants (C : Matrix m m ℂ) (g : Matrix n m ℂ) (R : Matrix n n ℂ) : Matrix m m ℂ :=
  C - gᴴ * R * g
```

For matrices, A ≤ B means that B − A is positive semidefinite. Lean writes this as `(B - A).PosSemidef`, which includes the statement that the difference is Hermitian.

## (a) The sign of the screened response

Show that screening leaves the response positive definite:

aᴴRa > 0 for every a ≠ 0.

The inverse of a positive definite matrix is positive definite, since its eigenvalues are the reciprocals. Hence, for a ≠ 0,

aᴴ(X⁻¹ + K)a = aᴴX⁻¹a + aᴴKa > 0,

because the first term is positive and the second is not negative. Inverting once more gives R. The Lean term takes the same three steps: `hX.inv`, addition of `hK`, and a final `.inv`.

```lean
/-- For a positive definite bare response and a positive semidefinite interaction, the screened
response is positive definite. -/
theorem screenedResponse_posDef {X K : Matrix n n ℂ} (hX : X.PosDef) (hK : K.PosSemidef) :
    (screenedResponse X K).PosDef :=
  (hX.inv.add_posSemidef hK).inv
```

## (b) How much screening removes

Show that the reduction of the response can be written in two ways:

X − R = XKR = RKX.

By definition, (X⁻¹ + K)R = 1. Multiplying by X from the left gives

R + XKR = X.

Likewise R(X⁻¹ + K) = 1, and multiplying by X from the right gives

R + RKX = X.

In Lean, `h1` and `h2` are the two defining equations. They are available because positive definite matrices are invertible, which `hXu` and `hM` record through the determinants.

```lean
/-- Dyson equation: for positive definite `X` and positive semidefinite `K`, screening lowers the
response by `XKR`, which equals `RKX`, where `R` is the screened response. -/
theorem dyson {X K : Matrix n n ℂ} (hX : X.PosDef) (hK : K.PosSemidef) :
    X - screenedResponse X K = X * K * screenedResponse X K ∧
    X - screenedResponse X K = screenedResponse X K * K * X := by
  have hXu : IsUnit X.det := (Matrix.isUnit_iff_isUnit_det X).mp hX.isUnit
  have hM : IsUnit (X⁻¹ + K).det :=
    (Matrix.isUnit_iff_isUnit_det _).mp (hX.inv.add_posSemidef hK).isUnit
  have h1 : (X⁻¹ + K) * screenedResponse X K = 1 := Matrix.mul_nonsing_inv _ hM
  have h2 : screenedResponse X K * (X⁻¹ + K) = 1 := Matrix.nonsing_inv_mul _ hM
  constructor
  · -- multiply the defining equation by `X` from the left
    have h : X * ((X⁻¹ + K) * screenedResponse X K) = X := by rw [h1, mul_one]
    rw [add_mul, mul_add, ← mul_assoc X X⁻¹, Matrix.mul_nonsing_inv _ hXu, one_mul,
      ← mul_assoc X K] at h
    exact sub_eq_of_eq_add' h.symm
  · -- and from the right
    have h : (screenedResponse X K * (X⁻¹ + K)) * X = X := by rw [h2, one_mul]
    rw [mul_add, add_mul, mul_assoc _ X⁻¹ X, Matrix.nonsing_inv_mul _ hXu, mul_one] at h
    exact sub_eq_of_eq_add' h.symm
```

## (c) The error after N terms

Show that the remainder of the expansion is

R − S_N = (−XK)ᴺR.

For N = 0 both sides equal R. Suppose that the formula holds for N. Since S_{N+1} = S_N + (−XK)ᴺX,

R − S_{N+1} = (−XK)ᴺR − (−XK)ᴺX = (−XK)ᴺ(R − X).

By (b), R − X = −XKR, so the right-hand side is (−XK)ᴺ⁺¹R.

These partial sums appear in a linear-response phonon calculation that starts from δn_0 = 0 and updates the density without mixing:

δn_{N+1} = −X(gu + Kδn_N).

After N passes the density is δn_N = −S_N gu, and pairing it with the bare potential gu gives the stiffness uᴴCu + (gu)ᴴδn_N = uᴴΦ(S_N)u. A variational formula can give a different value from the same density.

In the Lean induction, `hstep` splits off the last term and `hd` supplies R − X.

```lean
/-- For positive definite `X` and positive semidefinite `K`, the error of the screening series
after `N` terms is exactly `(-XK)^N` times the screened response. -/
theorem series_remainder {X K : Matrix n n ℂ} (hX : X.PosDef) (hK : K.PosSemidef) (N : ℕ) :
    screenedResponse X K - screeningSeries X K N =
      (-(X * K)) ^ N * screenedResponse X K := by
  induction N with
  | zero => simp [screeningSeries]
  | succ N ih =>
    have hstep : screeningSeries X K (N + 1) =
        screeningSeries X K N + (-(X * K)) ^ N * X := Finset.sum_range_succ _ _
    have hd : screenedResponse X K - X = -(X * K) * screenedResponse X K := by
      rw [← neg_sub X (screenedResponse X K), (dyson hX hK).1, neg_mul]
    rw [hstep, ← sub_sub, ih, ← mul_sub, hd, pow_succ, mul_assoc]
```

## (d) Bounds that alternate with the order

Show that, for every k = 0, 1, 2, …,

S_{2k} ≤ R ≤ S_{2k+1}.

Put P = −XK. Since X and K are Hermitian, Pᴴ = −KX. Part (b) then gives

RPᴴ = −RKX = −XKR = PR,

and directly XPᴴ = −XKX = PX. Hence APᴴ = PA for A = R, for A = X, and for their difference A = X − R. Moving k factors through A gives

P²ᵏA = PᵏA(Pᵏ)ᴴ.

With A = R, this and (c) turn the even remainder into

R − S_{2k} = PᵏR(Pᵏ)ᴴ ≥ 0.

For an odd number of terms,

S_{2k+1} − R = P²ᵏX − P²ᵏR = Pᵏ(X − R)(Pᵏ)ᴴ.

It remains to show that X − R ≥ 0. Using (b) twice,

X − R = RKX = RK(R + XKR) = RKR + (KR)ᴴX(KR),

and both terms are positive semidefinite.

The bounds do not require convergence. For 1 × 1 matrices with X = 1 and K = 2, the response is R = 1/3, while S_0, S_1, S_2, S_3 are 0, 1, −1, 3. They lie on alternating sides of R, although the later bounds are looser.

In Lean, `SemiconjBy A Pᴴ P` expresses APᴴ = PA, with P written out as `-(X * K)`. The step `move` shifts the factors, `hsplit` is the decomposition of X − R, and `herr` is the odd remainder.

```lean
/-- For positive definite `X` and positive semidefinite `K`, the screening series with an even
number of terms is less than or equal to the screened response in the Loewner order, and with an odd
number of terms it is greater than or equal to it. -/
theorem series_bracket {X K : Matrix n n ℂ} (hX : X.PosDef) (hK : K.PosSemidef) (k : ℕ) :
    (screenedResponse X K - screeningSeries X K (2 * k)).PosSemidef ∧
    (screeningSeries X K (2 * k + 1) - screenedResponse X K).PosSemidef := by
  have hrem := series_remainder hX hK (2 * k)
  have hstep : screeningSeries X K (2 * k + 1) =
      screeningSeries X K (2 * k) + (-(X * K)) ^ (2 * k) * X := Finset.sum_range_succ _ _
  obtain ⟨d1, d2⟩ := dyson hX hK
  have hR := screenedResponse_posDef hX hK
  generalize screenedResponse X K = R at *
  have hP : (-(X * K))ᴴ = -(K * X) := by
    rw [conjTranspose_neg, conjTranspose_mul, hX.isHermitian.eq, hK.isHermitian.eq]
  -- factors `-XK` can be moved through `R` and through `X`, turning into their adjoints
  have hsR : SemiconjBy R (-(X * K))ᴴ (-(X * K)) := by
    change R * (-(X * K))ᴴ = -(X * K) * R
    rw [hP, mul_neg, neg_mul, ← mul_assoc, ← d2, d1]
  have hsX : SemiconjBy X (-(X * K))ᴴ (-(X * K)) := by
    change X * (-(X * K))ᴴ = -(X * K) * X
    rw [hP, mul_neg, neg_mul, ← mul_assoc]
  have move : ∀ A : Matrix n n ℂ, SemiconjBy A (-(X * K))ᴴ (-(X * K)) →
      (-(X * K)) ^ (2 * k) * A = (-(X * K)) ^ k * A * ((-(X * K)) ^ k)ᴴ := by
    intro A hA
    have hp := (hA.pow_right k).eq
    rw [two_mul, pow_add, conjTranspose_pow, mul_assoc, mul_assoc, hp]
  constructor
  · rw [hrem, move R hsR]
    exact hR.posSemidef.mul_mul_conjTranspose_same _
  · -- the reduction `X - R` is a sum of two congruences
    have hsplit : X - R = Rᴴ * K * R + (K * R)ᴴ * X * (K * R) := by
      rw [conjTranspose_mul, hR.isHermitian.eq, hK.isHermitian.eq]
      calc X - R = R * K * X := d2
        _ = R * K * (R + (X - R)) := by rw [add_sub_cancel]
        _ = R * K * R + R * K * X * (K * R) := by rw [d1]; noncomm_ring
    have hpos : (X - R).PosSemidef := by
      rw [hsplit]
      exact (hK.conjTranspose_mul_mul_same R).add
        (hX.posSemidef.conjTranspose_mul_mul_same (K * R))
    have herr : screeningSeries X K (2 * k + 1) - R = (-(X * K)) ^ (2 * k) * (X - R) := by
      rw [hstep, mul_sub, ← hrem]
      abel
    rw [herr, move (X - R) (hsX.sub_left hsR)]
    exact hpos.mul_mul_conjTranspose_same _
```

## (e) Zeroth and first order

Deduce the two simplest bounds on the response:

X − XKX ≤ R ≤ X.

The upper bound is (d) with k = 0, because S_1 = X. The lower bound is (d) with k = 1, because S_2 = X − XKX.

For the upper bound, positive definiteness of X and of X⁻¹ + K is not enough. With X = 1 and K = −1/2, both are positive, yet R = 2 exceeds X.

The Lean proof identifies the two partial sums in `h1` and `h2` and substitutes them into `series_bracket`.

```lean
/-- For positive definite `X` and positive semidefinite `K`, the Loewner bounds
`X - XKX ≤ (X⁻¹ + K)⁻¹ ≤ X` hold. -/
theorem first_order_bracket {X K : Matrix n n ℂ} (hX : X.PosDef) (hK : K.PosSemidef) :
    (screenedResponse X K - (X - X * K * X)).PosSemidef ∧
    (X - screenedResponse X K).PosSemidef := by
  have h1 : screeningSeries X K (2 * 0 + 1) = X := by simp [screeningSeries]
  have h2 : screeningSeries X K (2 * 1) = X - X * K * X := by
    simp [screeningSeries, Finset.sum_range_succ, sub_eq_add_neg]
  have hlow := (series_bracket hX hK 1).1
  have hupp := (series_bracket hX hK 0).2
  rw [h2] at hlow
  rw [h1] at hupp
  exact ⟨hlow, hupp⟩
```

## (f) From responses to force constants

Show that, for any two responses A and B,

Φ(A) − Φ(B) = gᴴ(B − A)g.

The matrix C cancels:

(C − gᴴAg) − (C − gᴴBg) = gᴴBg − gᴴAg.

The order is reversed because the response enters Φ with a minus sign. No positivity is needed, and Lean accordingly assumes none.

```lean
omit [DecidableEq n] [Fintype m] in
/-- Two responses `A` and `B` give force constants that differ by `gᴴ (B - A) g`. -/
theorem forceConstants_sub (C : Matrix m m ℂ) (g : Matrix n m ℂ) (A B : Matrix n n ℂ) :
    forceConstants C g A - forceConstants C g B = gᴴ * (B - A) * g := by
  unfold forceConstants
  rw [Matrix.mul_sub, Matrix.sub_mul]
  abel
```

## (g) Too soft, then too stiff

Show that the fully screened force constants satisfy

Φ(X) ≤ Φ(R) ≤ Φ(X − XKX).

By (f), the two differences are

Φ(R) − Φ(X) = gᴴ(X − R)g,

Φ(X − XKX) − Φ(R) = gᴴ(R − X + XKX)g.

The matrices in brackets are positive semidefinite by (e). They remain so between gᴴ and g, since uᴴgᴴDgu = (gu)ᴴD(gu) ≥ 0 whenever D ≥ 0. Using (d) in place of (e) gives Φ(S_{2k+1}) ≤ Φ(R) ≤ Φ(S_{2k}) for every k = 0, 1, 2, …; the Lean theorem states only the two bounds above.

In the iteration of (c), the first pass thus gives a stiffness that is too low or exact, and the second pass one that is too high or exact. For linear-response phonons in this finite model with K ≥ 0, the two passes enclose the self-consistent stiffness along each displacement. If C is Hermitian, the ordered eigenvalues ω² of the mass-weighted matrices are enclosed in the same way, a consequence that the Lean theorem does not state.

The theorem places no condition on C. Its proof rewrites both differences with `forceConstants_sub` and applies the congruence with g.

```lean
/-- For positive definite `X` and positive semidefinite `K`, force constants are too soft (or
exact) without screening, and too stiff (or exact) after one first-order screening correction. -/
theorem forceConstants_bracket {X K : Matrix n n ℂ} (hX : X.PosDef) (hK : K.PosSemidef)
    (C : Matrix m m ℂ) (g : Matrix n m ℂ) :
    (forceConstants C g (screenedResponse X K) - forceConstants C g X).PosSemidef ∧
    (forceConstants C g (X - X * K * X) -
      forceConstants C g (screenedResponse X K)).PosSemidef := by
  obtain ⟨hlow, hupp⟩ := first_order_bracket hX hK
  rw [forceConstants_sub, forceConstants_sub]
  exact ⟨hupp.conjTranspose_mul_mul_same g, hlow.conjTranspose_mul_mul_same g⟩
```

## (h) When first order is exact

Show that the first-order stiffness along u has no error under exactly one condition:

uᴴ[Φ(X − XKX) − Φ(R)]u = 0 if and only if KXgu = 0.

By (b), the error of the first-order response is

R − (X − XKX) = XKX − (X − R) = XKX − XKR = XK(X − R) = XKRKX.

With w = KXgu, part (f) turns the left-hand side of the condition into

(gu)ᴴXKRKX(gu) = wᴴRw.

Since R is positive definite, this vanishes exactly when w = 0.

The vector −w is the potential induced by the density of the first pass. If it vanishes, there is nothing to screen along u, and the unscreened stiffness is already exact. The displacement need not be normalised; for u ≠ 0, the error per unit squared displacement is wᴴRw / uᴴu.

In Lean, `star u ⬝ᵥ (... *ᵥ u)` is the quadratic form in u. The step `herr` computes the error of the response, `hform` and `hquad` rewrite it as wᴴRw, and `hR.dotProduct_mulVec_pos` rules out a nonzero w.

```lean
/-- For positive definite `X` and positive semidefinite `K`, the first-order stiffness along a
displacement `u` is exact if and only if `K X g u = 0`. -/
theorem first_order_exact_iff {X K : Matrix n n ℂ} (hX : X.PosDef) (hK : K.PosSemidef)
    (C : Matrix m m ℂ) (g : Matrix n m ℂ) (u : m → ℂ) :
    star u ⬝ᵥ ((forceConstants C g (X - X * K * X) -
      forceConstants C g (screenedResponse X K)) *ᵥ u) = 0 ↔ (K * X * g) *ᵥ u = 0 := by
  have hR := screenedResponse_posDef hX hK
  obtain ⟨d1, d2⟩ := dyson hX hK
  rw [forceConstants_sub]
  generalize screenedResponse X K = R at *
  -- the first-order error of the response is `XKRKX`
  have herr : R - (X - X * K * X) = X * K * R * (K * X) := by
    calc R - (X - X * K * X) = X * K * X - (X - R) := by abel
      _ = X * K * (X - R) := by rw [mul_sub, ← d1]
      _ = X * K * R * (K * X) := by rw [d2]; noncomm_ring
  have hform : gᴴ * (R - (X - X * K * X)) * g = (K * X * g)ᴴ * R * (K * X * g) := by
    rw [herr, conjTranspose_mul, conjTranspose_mul, hX.isHermitian.eq, hK.isHermitian.eq]
    simp only [Matrix.mul_assoc]
  have hquad : star u ⬝ᵥ (((K * X * g)ᴴ * R * (K * X * g)) *ᵥ u) =
      star ((K * X * g) *ᵥ u) ⬝ᵥ (R *ᵥ ((K * X * g) *ᵥ u)) := by
    rw [Matrix.star_mulVec, ← Matrix.dotProduct_mulVec, Matrix.mulVec_mulVec,
      Matrix.mulVec_mulVec]
  rw [hform, hquad]
  constructor
  · intro h
    by_contra hne
    exact (hR.dotProduct_mulVec_pos hne).ne' h
  · intro h
    rw [h, Matrix.mulVec_zero, dotProduct_zero]

end

end PhononScreeningBounds
```

```lean
#print axioms PhononScreeningBounds.forceConstants_bracket
-- 'PhononScreeningBounds.forceConstants_bracket' depends on axioms: [propext, Classical.choice, Quot.sound]
#print axioms PhononScreeningBounds.first_order_exact_iff
-- 'PhononScreeningBounds.first_order_exact_iff' depends on axioms: [propext, Classical.choice, Quot.sound]
```
